# A single critical thickness for the K-to-Γ switch in an open-chain multilayer model with $0<D<2(T-t)$

A layer-number scan of a two-dimensional semiconductor often ends with a comparison: for each number of layers $N$, take the highest valence level at Γ and at K, and record which is higher. If each momentum is modelled by a uniform open chain with one orbital per layer, the scan needs no diagonalisation. In the parameter range of the title, with the symbols defined below, K is at least as high as Γ up to some thickness $N_0$, and Γ is strictly higher for every thicker stack.

## The top level and the switching thickness

Let $e$ be the site energy of every layer and $b\ge 0$ the hopping between adjacent layers. For $N\ge1$ the highest level of the chain is

$$E_{\max}(N,e,b)=e+2b\cos\frac{\pi}{N+1}.$$

At Γ the site energy is $0$ and the hopping is $T$; at K they are $D$ and $t$, with $0\le t<T$. The offset $D$ is the height of the K state above the Γ state in a monolayer. The condition $0<D<2(T-t)$ says that K wins in the monolayer, but by less than $2(T-t)$, the amount by which interlayer hopping raises the top level at Γ more than at K in the thick-stack limit. Then

$$N_0=\left\lfloor\frac{\pi}{\arccos\big(D/(2(T-t))\big)}\right\rfloor-1\ \ge 1 .$$

A code that evaluates this formula should treat near-ties with care. At $D=T-t$ the two levels coincide in the bilayer and $N_0=2$, but rounding can push the quotient just below the integer $3$, and the floor then returns a value one too small.

## From the standing wave to the integer part

Let $H$ be the Hamiltonian matrix of the chain, with $e$ on the diagonal, $b$ between adjacent layers and zero elsewhere. Number the layers $i=0,\dots,N-1$, and set $\theta=\pi/(N+1)$ and $f(k)=\sin(k\theta)$. Layer $i$ carries the amplitude $u_i=f(i+1)$; the normalised state is $\sqrt{2/(N+1)}\,u$. Since $f(0)=f(N+1)=0$, the surface layers obey the same equation as the interior:

$$(Hu)_i=e\,f(i+1)+b\,[f(i)+f(i+2)]=(e+2b\cos\theta)\,u_i .$$

The last step is $\sin(x-\theta)+\sin(x+\theta)=2\cos\theta\sin x$ with $x=(i+1)\theta$. Because $0<(i+1)\theta<\pi$, every $u_i$ is positive.

No level lies higher. Write $l=e+2b\cos\theta$ and let $Hv=Ev$ with $v\ne0$. Changing the sign of $v$ if necessary, assume that it has a positive component. Let $r=\max_i v_i/u_i>0$, attained at $i=j$. Then $v_i\le ru_i$ for all $i$, with equality at $j$. The off-diagonal elements are nonnegative and the diagonal term is an equality, so

$$E v_j=\sum_i H_{ji}v_i\le r\sum_i H_{ji}u_i=r\,l\,u_j=l\,v_j .$$

Dividing by $v_j>0$ gives $E\le l$.

K is therefore at least as high as Γ exactly when $2T\cos\theta\le D+2t\cos\theta$, that is, when

$$2(T-t)\cos\frac{\pi}{N+1}\le D .$$

Put $\alpha=\arccos(D/(2(T-t)))$, which lies strictly between $0$ and $\pi/2$. Cosine decreases on $[0,\pi]$, so the condition becomes $\pi/(N+1)\ge\alpha$, or $N+1\le\pi/\alpha$. As $N+1$ is an integer, this means $N+1\le\lfloor\pi/\alpha\rfloor$. From $\alpha<\pi/2$ the integer part is at least $2$, hence $N_0\ge1$.

For $N=2$ the cosine is $1/2$, and the condition reduces to $T-t\le D$. If $D\ge2(T-t)$, K stays at least level with Γ at every thickness, because the cosine never exceeds $1$. Conversely, if K does so at every thickness, the bilayer gives $D\ge T-t>0$; a value $D<2(T-t)$ would then produce a finite $N_0$, which the stack with $N_0+1$ layers contradicts.

## The Lean file

```lean
import Mathlib

open Matrix
open scoped Real

namespace MultilayerValenceCrossover

/-- Hamiltonian of an open chain of `N` layers with site energy `e` and hopping `b`
between adjacent layers. -/
def chain (N : ℕ) (e b : ℝ) : Matrix (Fin N) (Fin N) ℝ :=
  Matrix.of fun i j =>
    (if (i : ℕ) = (j : ℕ) then e else 0) + (if (i : ℕ) + 1 = (j : ℕ) then b else 0)
      + (if (j : ℕ) + 1 = (i : ℕ) then b else 0)

/-- The energy levels of the chain: the eigenvalues of its Hamiltonian. -/
def levels (N : ℕ) (e b : ℝ) : Set ℝ :=
  {E | ∃ v : Fin N → ℝ, v ≠ 0 ∧ chain N e b *ᵥ v = E • v}

/-- The highest energy level of a chain with at least one layer. -/
noncomputable def topLevel (N : ℕ) (e b : ℝ) : ℝ := sSup (levels N e b)

/-- If all off-diagonal matrix elements are nonnegative, the eigenvalue `l` of a strictly
positive eigenvector `u` is an upper bound for every real eigenvalue `E`. -/
theorem level_le_of_positive_state {n : Type*} [Fintype n] (A : Matrix n n ℝ)
    (hA : ∀ i j, i ≠ j → 0 ≤ A i j) (u : n → ℝ) (hu : ∀ i, 0 < u i) (l : ℝ)
    (hl : A *ᵥ u = l • u) (v : n → ℝ) (hv : v ≠ 0) (E : ℝ) (hE : A *ᵥ v = E • v) :
    E ≤ l := by
  have main : ∀ w : n → ℝ, A *ᵥ w = E • w → (∃ k, 0 < w k) → E ≤ l := by
    rintro w hw ⟨k, hk⟩
    -- the site where the ratio of the two states is largest
    obtain ⟨j, -, hj⟩ := Finset.exists_max_image Finset.univ (fun i => w i / u i)
      ⟨k, Finset.mem_univ k⟩
    have hr : 0 < w j / u j := (div_pos hk (hu k)).trans_le (hj k (Finset.mem_univ k))
    have hjj : w j = w j / u j * u j := (div_mul_cancel₀ _ (hu j).ne').symm
    obtain ⟨r, hrd⟩ : ∃ r, r = w j / u j := ⟨_, rfl⟩
    rw [← hrd] at hr hjj
    have hle : ∀ i, w i ≤ r * u i := fun i => by
      rw [hrd]
      exact (div_le_iff₀ (hu i)).1 (hj i (Finset.mem_univ i))
    have h1 : ∑ i, A j i * w i = E * w j := congrFun hw j
    have h2 : ∑ i, A j i * u i = l * u j := congrFun hl j
    have h3 : ∑ i, A j i * w i ≤ ∑ i, r * (A j i * u i) := by
      refine Finset.sum_le_sum fun i _ => ?_
      by_cases hij : j = i
      · rw [← hij, hjj]
        exact le_of_eq (by ring)
      · have := mul_le_mul_of_nonneg_left (hle i) (hA j i hij)
        linarith
    rw [← Finset.mul_sum, h1, h2] at h3
    have hwj : 0 < w j := by
      rw [hjj]
      exact mul_pos hr (hu j)
    have h4 : r * (l * u j) = l * w j := by
      rw [hjj]
      ring
    exact le_of_mul_le_mul_right (h3.trans_eq h4) hwj
  obtain ⟨k, hk⟩ := Function.ne_iff.1 hv
  have hk' : v k ≠ 0 := hk
  rcases lt_or_gt_of_ne hk' with h | h
  · exact main (-v) (by rw [Matrix.mulVec_neg, hE, smul_neg]) ⟨k, by simpa using h⟩
  · exact main v hE ⟨k, h⟩

/-- The chain Hamiltonian acts on an amplitude `f` that vanishes just outside both surfaces
as site energy plus hopping from the two neighbouring layers. -/
theorem chain_mulVec (N : ℕ) (e b : ℝ) (f : ℕ → ℝ) (h0 : f 0 = 0) (hN : f (N + 1) = 0)
    (i : Fin N) :
    (chain N e b *ᵥ fun j : Fin N => f ((j : ℕ) + 1)) i
      = e * f ((i : ℕ) + 1) + b * (f (i : ℕ) + f ((i : ℕ) + 2)) := by
  have hi := i.isLt
  have key : (chain N e b *ᵥ fun j : Fin N => f ((j : ℕ) + 1)) i
      = ∑ j ∈ Finset.range N, ((if (i : ℕ) = j then e else 0)
        + (if (i : ℕ) + 1 = j then b else 0) + (if j + 1 = (i : ℕ) then b else 0))
          * f (j + 1) :=
    Fin.sum_univ_eq_sum_range (fun j : ℕ => ((if (i : ℕ) = j then e else 0)
        + (if (i : ℕ) + 1 = j then b else 0) + (if j + 1 = (i : ℕ) then b else 0))
          * f (j + 1)) N
  have s1 : ∑ j ∈ Finset.range N, (if (i : ℕ) = j then e * f (j + 1) else 0)
      = e * f ((i : ℕ) + 1) := by
    rw [Finset.sum_ite_eq, if_pos (Finset.mem_range.2 hi)]
  have s2 : ∑ j ∈ Finset.range N, (if (i : ℕ) + 1 = j then b * f (j + 1) else 0)
      = b * f ((i : ℕ) + 2) := by
    rw [Finset.sum_ite_eq]
    split_ifs with hm
    · rfl
    · rw [Finset.mem_range] at hm
      have h : (i : ℕ) + 2 = N + 1 := by omega
      rw [h, hN, mul_zero]
  have s3 : ∑ j ∈ Finset.range N, (if j + 1 = (i : ℕ) then b * f (j + 1) else 0)
      = b * f (i : ℕ) := by
    rcases Nat.eq_zero_or_pos (i : ℕ) with hz | hp
    · rw [hz, h0, mul_zero]
      exact Finset.sum_eq_zero fun j _ => if_neg (by omega)
    · rw [Finset.sum_eq_single ((i : ℕ) - 1)]
      · rw [if_pos (by omega), Nat.sub_add_cancel hp]
      · intro j _ hj
        exact if_neg (by omega)
      · intro hm
        exact absurd (Finset.mem_range.2 (by omega)) hm
  rw [key]
  simp only [add_mul, Finset.sum_add_distrib, ite_mul, zero_mul]
  rw [s1, s2, s3]
  ring

/-- For `N ≥ 1` layers and hopping `b ≥ 0`, the largest eigenvalue of the chain is
`e + 2 b cos (π / (N + 1))`. -/
theorem isGreatest_levels {N : ℕ} (hN : 1 ≤ N) (e : ℝ) {b : ℝ} (hb : 0 ≤ b) :
    IsGreatest (levels N e b) (e + 2 * b * Real.cos (π / ((N : ℝ) + 1))) := by
  obtain ⟨θ, hd⟩ : ∃ θ, θ = π / ((N : ℝ) + 1) := ⟨_, rfl⟩
  rw [← hd]
  have hθ : ((N : ℝ) + 1) * θ = π := by
    rw [hd]
    field_simp
  have hθ0 : 0 < θ := by
    rw [hd]
    positivity
  -- the nodeless standing wave
  have hu : ∀ i : Fin N, 0 < Real.sin ((((i : ℕ) + 1 : ℕ) : ℝ) * θ) := by
    intro i
    apply Real.sin_pos_of_pos_of_lt_pi
    · positivity
    · have h : (((i : ℕ) + 1 : ℕ) : ℝ) < (N : ℝ) + 1 := by
        exact_mod_cast Nat.succ_lt_succ i.isLt
      rw [← hθ]
      exact mul_lt_mul_of_pos_right h hθ0
  have heig : chain N e b *ᵥ (fun i : Fin N => Real.sin ((((i : ℕ) + 1 : ℕ) : ℝ) * θ))
      = (e + 2 * b * Real.cos θ) •
        (fun i : Fin N => Real.sin ((((i : ℕ) + 1 : ℕ) : ℝ) * θ)) := by
    ext i
    refine (chain_mulVec N e b (fun k : ℕ => Real.sin ((k : ℝ) * θ)) (by simp)
      (by push_cast; rw [hθ, Real.sin_pi]) i).trans ?_
    have e1 : Real.sin (((i : ℕ) : ℝ) * θ) + Real.sin ((((i : ℕ) : ℝ) + 2) * θ)
        = 2 * Real.cos θ * Real.sin ((((i : ℕ) : ℝ) + 1) * θ) := by
      have p : ((i : ℕ) : ℝ) * θ = (((i : ℕ) : ℝ) + 1) * θ - θ := by ring
      have q : (((i : ℕ) : ℝ) + 2) * θ = (((i : ℕ) : ℝ) + 1) * θ + θ := by ring
      rw [p, q, Real.sin_sub, Real.sin_add]
      ring
    simp only [Pi.smul_apply, smul_eq_mul]
    push_cast
    linear_combination b * e1
  constructor
  · refine ⟨_, ?_, heig⟩
    intro h
    exact (hu ⟨0, hN⟩).ne' (congrFun h ⟨0, hN⟩)
  · rintro E ⟨v, hv, hE⟩
    refine level_le_of_positive_state _ ?_ _ hu _ heig v hv E hE
    intro i j hij
    have h : (i : ℕ) ≠ (j : ℕ) := fun h => hij (Fin.ext h)
    simp only [chain, Matrix.of_apply, if_neg h]
    split_ifs <;> linarith

/-- For `N ≥ 1` and nonnegative hoppings, the highest K level is at least the highest
Gamma level iff `2 (T - t) cos (π / (N + 1)) ≤ D`. -/
theorem gamma_le_K_iff {N : ℕ} (hN : 1 ≤ N) {T t : ℝ} (D : ℝ) (hT : 0 ≤ T) (ht : 0 ≤ t) :
    topLevel N 0 T ≤ topLevel N D t ↔
      2 * (T - t) * Real.cos (π / ((N : ℝ) + 1)) ≤ D := by
  unfold topLevel
  rw [(isGreatest_levels hN 0 hT).csSup_eq, (isGreatest_levels hN D ht).csSup_eq]
  constructor <;> intro h <;> linarith

/-- For `0 ≤ t < T`, `0 < D < 2 (T - t)` and `N ≥ 1`, the highest K level is at least the
highest Gamma level iff `(N + 1) arccos (D / (2 (T - t))) ≤ π`. -/
theorem gamma_le_K_iff_arccos {N : ℕ} (hN : 1 ≤ N) {T t D : ℝ} (ht : 0 ≤ t) (hT : t < T)
    (hD0 : 0 < D) (hD : D < 2 * (T - t)) :
    topLevel N 0 T ≤ topLevel N D t ↔
      ((N : ℝ) + 1) * Real.arccos (D / (2 * (T - t))) ≤ π := by
  have hs : 0 < 2 * (T - t) := by linarith
  have hN1 : (0 : ℝ) < (N : ℝ) + 1 := by positivity
  have hφ0 : 0 ≤ π / ((N : ℝ) + 1) := by positivity
  have hφπ : π / ((N : ℝ) + 1) ≤ π :=
    div_le_self Real.pi_pos.le (by linarith [Nat.cast_nonneg (α := ℝ) N])
  have hx0 : 0 < D / (2 * (T - t)) := div_pos hD0 hs
  have hx1 : D / (2 * (T - t)) ≤ 1 := (div_le_one hs).2 hD.le
  rw [gamma_le_K_iff hN D (ht.trans hT.le) ht, mul_comm (2 * (T - t)),
    ← le_div_iff₀ hs, mul_comm ((N : ℝ) + 1), ← le_div_iff₀ hN1]
  constructor
  · intro h
    have h' := Real.antitone_arccos h
    rwa [Real.arccos_cos hφ0 hφπ] at h'
  · intro h
    have h' := Real.cos_le_cos_of_nonneg_of_le_pi (Real.arccos_nonneg _) hφπ h
    rwa [Real.cos_arccos (by linarith) hx1] at h'

/-- For `0 ≤ t < T` and `0 < D < 2 (T - t)` there is a critical thickness `N₀ ≥ 1`: among
stacks of `N ≥ 1` layers, the highest K level is at least the highest Gamma level iff
`N ≤ N₀`. -/
theorem exists_critical_thickness {T t D : ℝ} (ht : 0 ≤ t) (hT : t < T)
    (hD0 : 0 < D) (hD : D < 2 * (T - t)) :
    ∃ N₀ : ℕ, 1 ≤ N₀ ∧
      ∀ N : ℕ, 1 ≤ N → (topLevel N 0 T ≤ topLevel N D t ↔ N ≤ N₀) := by
  have hs : 0 < 2 * (T - t) := by linarith
  have ha : 0 < Real.arccos (D / (2 * (T - t))) :=
    Real.arccos_pos.2 ((div_lt_one hs).2 hD)
  have ha2 : Real.arccos (D / (2 * (T - t))) < π / 2 :=
    Real.arccos_lt_pi_div_two.2 (div_pos hD0 hs)
  have h2 : 2 ≤ ⌊π / Real.arccos (D / (2 * (T - t)))⌋₊ := by
    apply Nat.le_floor
    rw [le_div_iff₀ ha]
    push_cast
    linarith
  -- the integer part of `π / arccos` is the critical thickness plus one
  refine ⟨⌊π / Real.arccos (D / (2 * (T - t)))⌋₊ - 1, by omega, fun N hN => ?_⟩
  have h3 : N + 1 ≤ ⌊π / Real.arccos (D / (2 * (T - t)))⌋₊ ↔
      ((N + 1 : ℕ) : ℝ) ≤ π / Real.arccos (D / (2 * (T - t))) :=
    Nat.le_floor_iff (div_pos Real.pi_pos ha).le
  rw [Nat.cast_add, Nat.cast_one] at h3
  rw [gamma_le_K_iff_arccos hN ht hT hD0 hD, ← le_div_iff₀ ha, ← h3]
  omega

/-- In a bilayer with nonnegative hoppings, the highest K level is at least the highest
Gamma level iff `T - t ≤ D`. -/
theorem bilayer_gamma_le_K_iff {T t : ℝ} (D : ℝ) (hT : 0 ≤ T) (ht : 0 ≤ t) :
    topLevel 2 0 T ≤ topLevel 2 D t ↔ T - t ≤ D := by
  have h : π / (((2 : ℕ) : ℝ) + 1) = π / 3 := by norm_num
  rw [gamma_le_K_iff (by norm_num) D hT ht, h, Real.cos_pi_div_three]
  constructor <;> intro h <;> linarith

/-- For `0 ≤ t < T`, the highest K level is at least the highest Gamma level at every
thickness `N ≥ 1` iff `2 (T - t) ≤ D`. -/
theorem gamma_le_K_forall_iff {T t : ℝ} (D : ℝ) (ht : 0 ≤ t) (hT : t < T) :
    (∀ N : ℕ, 1 ≤ N → topLevel N 0 T ≤ topLevel N D t) ↔ 2 * (T - t) ≤ D := by
  constructor
  · intro h
    by_contra hc
    -- the bilayer already forces `D > 0`, so a critical thickness would exist
    have hb := (bilayer_gamma_le_K_iff D (ht.trans hT.le) ht).1 (h 2 (by norm_num))
    obtain ⟨N₀, _, h2⟩ := exists_critical_thickness ht hT (by linarith) (not_le.1 hc)
    have h3 := (h2 (N₀ + 1) (by omega)).1 (h (N₀ + 1) (by omega))
    omega
  · intro h N hN
    have hs : 0 ≤ 2 * (T - t) := by linarith
    have hc := mul_le_mul_of_nonneg_left (Real.cos_le_one (π / ((N : ℝ) + 1))) hs
    exact (gamma_le_K_iff hN D (ht.trans hT.le) ht).2 (by linarith)

end MultilayerValenceCrossover
```

```lean
#print axioms MultilayerValenceCrossover.exists_critical_thickness
#print axioms MultilayerValenceCrossover.gamma_le_K_forall_iff
```

```
'MultilayerValenceCrossover.exists_critical_thickness' depends on axioms: [propext, Classical.choice, Quot.sound]
'MultilayerValenceCrossover.gamma_le_K_forall_iff' depends on axioms: [propext, Classical.choice, Quot.sound]
```

## How the Lean statements match the model

`chain N e b` is the Hamiltonian, with layers indexed by `Fin N` from zero. `levels` collects the real numbers that have a nonzero real eigenvector, which for a real symmetric matrix is the whole spectrum. `topLevel` is the supremum of that set, and `isGreatest_levels` shows that it is attained for $N\ge1$ and $b\ge0$.

`exists_critical_thickness` says that, under the stated inequalities, there is a natural number `N₀` with `1 ≤ N₀` such that for every `N ≥ 1` the Γ top is at most the K top if and only if `N ≤ N₀`. A tie counts for K. The statement gives existence; the explicit value is the witness supplied in its proof, and `gamma_le_K_iff_arccos` states the equivalent inequality. `gamma_le_K_forall_iff` shows that the upper bound on $D$ is sharp.

## Where each step sits in the proof

- `level_le_of_positive_state` is the ratio argument, for any finite real square matrix that has nonnegative off-diagonal elements and a strictly positive eigenvector. `Finset.exists_max_image` picks the site $j$.
- `chain_mulVec` splits the matrix-vector sum into the diagonal and the two hopping terms, and uses the zeros of $f$ at both surfaces.
- `isGreatest_levels` combines the two. The sine identity is `e1`, inserted by `linear_combination`.
- `gamma_le_K_iff` compares the two closed forms, and `gamma_le_K_iff_arccos` uses the monotonicity of arccosine and cosine, one for each direction.
- `exists_critical_thickness` converts the real inequality to an integer one with `Nat.le_floor_iff`; `omega` handles the shift by one.

## What a band-structure code may take from this

For electronic structure, the result locates the switch of the valence top between K and Γ in a non-interacting model with one orbital per layer and thickness-independent parameters. The stacks thicker than $N_0$ have an indirect gap if, in addition, no third momentum hosts a valence state as high as the one at Γ and the conduction minimum lies away from Γ; the model decides neither.

The theorems do not treat site energies that differ between layers, hoppings that differ along the stack, hopping beyond adjacent layers, or several coupled orbitals. The first exclusion matters in 2H-stacked transition-metal dichalcogenides such as MoS₂: there spin–orbit coupling makes the site energy at K alternate from layer to layer for a fixed spin. A code with any of these should diagonalise and compare. If the parameters are uniform within each stack but change with $N$, `gamma_le_K_iff` still decides each thickness separately, but a single switch is no longer guaranteed. The values of $T$, $t$ and $D$ must come from a fit or another calculation, and the hoppings enter as nonnegative numbers.
